# In a BCS state of finitely many pair levels with mean electron number \(n>0\), the relative number fluctuation is below \(\sqrt{2/n}\)

If the electron number of a BCS state could stray from its mean by a sizeable fraction, a calculation that fixes only the mean would describe a blend of systems of quite different sizes. I adjust the chemical potential until the mean number is right, but the state I get is still a superposition of 0, 2, 4, … electrons. I have read that the spread is harmless for a large system. Does that depend on the shape of the occupations \(v_k^2\) that come out of the gap equation, or is there a bound that needs only the mean? And when is the spread exactly zero?

## The mean alone bounds the spread, and uneven filling lowers it

The mean is enough. For any occupations, the standard deviation divided by the mean \(n>0\) is strictly below \(\sqrt{2/n}\). It is zero exactly when every pair level is certainly empty or certainly filled.

The BCS state is

\[
\prod_k \left(u_k + v_k\, c^\dagger_{k\uparrow}c^\dagger_{-k\downarrow}\right)|0\rangle,\qquad |u_k|^2+|v_k|^2=1,
\]

where \(u_k\) and \(v_k\) are the amplitudes for an empty and a filled pair level, the \(c^\dagger\) create electrons and \(|0\rangle\) is the vacuum. Take \(v_k\) real and write \(p_k=v_k^2\). Expanding the product gives mutually orthogonal configurations, each with a squared amplitude that is a product of factors \(p_k\) (filled) and \(1-p_k\) (empty). The electron numbers \(N_k\in\{0,2\}\) of the levels are therefore independent random variables.

For one level,

\[
\langle N_k\rangle = 2p_k,\qquad
\operatorname{Var}N_k=(1-p_k)(0-2p_k)^2+p_k(2-2p_k)^2=4p_k(1-p_k).
\]

Means add, and so do the variances of independent variables. For the total \(N=\sum_k N_k\),

\[
n=2\sum_k p_k,\qquad
\operatorname{Var}N=4\sum_k p_k(1-p_k)=2n-4\sum_k p_k^2 .
\]

If \(n>0\), some \(p_k\) is positive, so \(\operatorname{Var}N<2n\). Let \(r=\sqrt{\operatorname{Var}N}/n\) be the relative fluctuation. Dividing by \(n^2\) gives \(r^2<2/n\). Since every term \(p_k(1-p_k)\) is nonnegative, the variance vanishes only if each term does, that is, if every \(p_k\) is 0 or 1.

The number \(M\) of pair levels sharpens the bound. The average occupation is \(\bar p=n/(2M)\), and

\[
\sum_k(p_k-\bar p)^2=\sum_k p_k^2-2\bar p\,\frac n2+M\bar p^2=\sum_k p_k^2-\frac{n^2}{4M}.
\]

Inserting this into the variance gives

\[
r^2=\frac2n-\frac1M-\frac4{n^2}\sum_k(p_k-\bar p)^2 .
\]

Hence \(r^2\le 2/n-1/M\), with equality exactly when all levels are equally occupied. At a given \(n\) and \(M\), uniform filling fluctuates most.

For a pairing calculation with a single BCS product state, this gives the size of the number spread directly from the occupations. With \(n=10^4\) the relative spread is below about 1.4 %. A BCS state with a mean of ten electrons, spread evenly over ten pair levels, has \(r^2=0.1\), a standard deviation of about 3.2 electrons, which is far from negligible.

## The BCS number distribution as a product measure

In the Lean file below, `ι` is the finite set of pair levels and `v : ι → ℝ` gives the real amplitudes, so `v k ^ 2` is the occupation \(p_k\). The definition `levelLaw` puts weight \(1-v^2\) on the number 0 and weight \(v^2\) on the number 2. The product measure `bcsLaw` makes the levels independent, and a point `ω` of its space lists one electron number per level.

`meanNumber` is the integral of the total \(\sum_k\omega_k\), `numberVariance` is its variance, and `relativeFluctuation` is \(r\). All of them count electrons, not pairs, and `Fintype.card ι` is \(M\), so that \(M\) levels hold up to \(2M\) electrons.

There are two hypotheses. The condition `hv`, that `v k ^ 2 ≤ 1` for all `k`, stands for the normalisation of each factor of the BCS state: it leaves a nonnegative probability \(1-v_k^2\) for the empty level. The condition `hn` says that the mean number is positive, so that a relative fluctuation makes sense.

The main statements are these:

- `meanNumber_eq` and `numberVariance_eq` give \(n=2\sum_k v_k^2\) and \(\operatorname{Var}N=2n-4\sum_k v_k^4\).
- `numberVariance_eq_zero_iff` characterises zero variance, also when \(n=0\).
- `relativeFluctuation_bound` contains the strict bound and the condition for \(r=0\).
- `relativeFluctuation_sq_eq` is the exact formula for \(M\) levels, and `relativeFluctuation_sq_le` is the sharper bound with its equality case.

The step from the quantum state to this model is the expansion into orthogonal configurations made above: the Lean code starts from the resulting probabilities, not from a state in Fock space. The amplitudes are arbitrary inputs, so no gap equation or Hamiltonian enters. Thermal quasiparticles and correlations between pair levels lie beyond this model.

```lean
import Mathlib

open MeasureTheory ProbabilityTheory

namespace BCSRelativeFluctuation

noncomputable section

variable {ι : Type*} [Fintype ι]

/-- The law of the electron number of one pair level, for `v ^ 2 ≤ 1`: two electrons with
probability `v ^ 2`, none with probability `1 - v ^ 2`. -/
def levelLaw (v : ℝ) : Measure ℝ :=
  ENNReal.ofReal (1 - v ^ 2) • Measure.dirac 0 + ENNReal.ofReal (v ^ 2) • Measure.dirac 2

/-- The joint law of the electron numbers of independent pair levels. -/
def bcsLaw (v : ι → ℝ) : Measure (ι → ℝ) := Measure.pi fun k => levelLaw (v k)

/-- The mean of the total electron number. -/
def meanNumber (v : ι → ℝ) : ℝ := ∫ ω, ∑ k, ω k ∂(bcsLaw v)

/-- The variance of the total electron number. -/
def numberVariance (v : ι → ℝ) : ℝ := variance (fun ω : ι → ℝ => ∑ k, ω k) (bcsLaw v)

/-- The relative standard deviation of the electron number, for nonzero mean number. -/
def relativeFluctuation (v : ι → ℝ) : ℝ := √(numberVariance v) / meanNumber v

/-- For `v ^ 2 ≤ 1` the probabilities of the empty and the filled level add up to one. -/
theorem levelLaw_prob {v : ℝ} (hv : v ^ 2 ≤ 1) : IsProbabilityMeasure (levelLaw v) := by
  constructor
  simp only [levelLaw, Measure.add_apply, Measure.smul_apply, measure_univ, smul_eq_mul, mul_one]
  rw [← ENNReal.ofReal_add (by linarith) (sq_nonneg v), sub_add_cancel, ENNReal.ofReal_one]

lemma integrable_level (v : ℝ) (f : ℝ → ℝ) : Integrable f (levelLaw v) :=
  ((integrable_dirac (by simp)).smul_measure ENNReal.ofReal_ne_top).add_measure
    ((integrable_dirac (by simp)).smul_measure ENNReal.ofReal_ne_top)

/-- For `v ^ 2 ≤ 1`, the expectation of a function of the electron number of one level is the
average of its values at zero and two electrons, weighted with `1 - v ^ 2` and `v ^ 2`. -/
theorem integral_level {v : ℝ} (hv : v ^ 2 ≤ 1) (f : ℝ → ℝ) :
    ∫ x, f x ∂(levelLaw v) = (1 - v ^ 2) * f 0 + v ^ 2 * f 2 := by
  unfold levelLaw
  rw [integral_add_measure
      ((integrable_dirac (by simp)).smul_measure ENNReal.ofReal_ne_top)
      ((integrable_dirac (by simp)).smul_measure ENNReal.ofReal_ne_top),
    integral_smul_measure, integral_smul_measure, integral_dirac, integral_dirac,
    ENNReal.toReal_ofReal (by linarith), ENNReal.toReal_ofReal (sq_nonneg v),
    smul_eq_mul, smul_eq_mul]

/-- For `v k ^ 2 ≤ 1`, the mean electron number is twice the sum of the pair occupations. -/
theorem meanNumber_eq {v : ι → ℝ} (hv : ∀ k, v k ^ 2 ≤ 1) :
    meanNumber v = 2 * ∑ k, v k ^ 2 := by
  have := fun k => levelLaw_prob (hv k)
  -- each level has its own law as marginal of the joint law
  have hmap : ∀ k, Measure.map (fun ω : ι → ℝ => ω k) (bcsLaw v) = levelLaw (v k) :=
    fun k => (measurePreserving_eval (fun k => levelLaw (v k)) k).map_eq
  have hint : ∀ k, Integrable (fun ω : ι → ℝ => ω k) (bcsLaw v) := by
    intro k
    have h := integrable_level (v k) id
    rw [← hmap k] at h
    exact h.comp_measurable (measurable_pi_apply k)
  have hk : ∀ k, ∫ ω, ω k ∂(bcsLaw v) = 2 * v k ^ 2 := by
    intro k
    have h1 : ∫ ω, ω k ∂(bcsLaw v) = ∫ x, id x ∂(levelLaw (v k)) := by
      rw [← hmap k]
      have hm : Measurable (fun ω : ι → ℝ => ω k) := measurable_pi_apply k
      exact (integral_map hm.aemeasurable
        measurable_id.aestronglyMeasurable).symm
    rw [h1, integral_level (hv k)]
    simp only [id]
    ring
  unfold meanNumber
  rw [integral_finsetSum _ (fun k _ => hint k), Finset.mul_sum]
  exact Finset.sum_congr rfl fun k _ => hk k

/-- For `v k ^ 2 ≤ 1`, the number variance lies below twice the mean number by four times the
sum of the squared pair occupations. -/
theorem numberVariance_eq {v : ι → ℝ} (hv : ∀ k, v k ^ 2 ≤ 1) :
    numberVariance v = 2 * meanNumber v - 4 * ∑ k, (v k ^ 2) ^ 2 := by
  have := fun k => levelLaw_prob (hv k)
  have hs : (fun ω : ι → ℝ => ∑ k, ω k) = ∑ k, fun ω : ι → ℝ => (id : ℝ → ℝ) (ω k) := by
    ext ω
    simp
  -- variances of independent levels add
  have h : variance (∑ k, fun ω : ι → ℝ => (id : ℝ → ℝ) (ω k))
      (Measure.pi fun k => levelLaw (v k)) = ∑ k, variance id (levelLaw (v k)) :=
    variance_sum_pi (X := fun _ => id) fun k =>
      (memLp_two_iff_integrable_sq measurable_id.aestronglyMeasurable).2
        (integrable_level (v k) _)
  have hk : ∀ k, variance id (levelLaw (v k)) = 2 * (2 * v k ^ 2) - 4 * (v k ^ 2) ^ 2 := by
    intro k
    rw [variance_eq_integral measurable_id.aemeasurable, integral_level (hv k),
      integral_level (hv k)]
    simp only [id]
    ring
  unfold numberVariance bcsLaw
  rw [hs, h, meanNumber_eq hv, Finset.sum_congr rfl fun k _ => hk k,
    Finset.sum_sub_distrib, ← Finset.mul_sum, ← Finset.mul_sum, ← Finset.mul_sum]

/-- For `v k ^ 2 ≤ 1`, the electron number is free of fluctuations exactly when every level is
empty or filled with certainty. -/
theorem numberVariance_eq_zero_iff {v : ι → ℝ} (hv : ∀ k, v k ^ 2 ≤ 1) :
    numberVariance v = 0 ↔ ∀ k, v k ^ 2 = 0 ∨ v k ^ 2 = 1 := by
  have h : numberVariance v = ∑ k, 4 * (v k ^ 2 * (1 - v k ^ 2)) := by
    rw [numberVariance_eq hv, meanNumber_eq hv]
    simp only [Finset.mul_sum, ← Finset.sum_sub_distrib]
    exact Finset.sum_congr rfl fun k _ => by ring
  rw [h, Finset.sum_eq_zero_iff_of_nonneg fun k _ =>
    mul_nonneg (by norm_num) (mul_nonneg (sq_nonneg _) (sub_nonneg.2 (hv k)))]
  constructor
  · intro h0 k
    have h1 : v k ^ 2 * (1 - v k ^ 2) = 0 := by linarith [h0 k (Finset.mem_univ k)]
    rcases mul_eq_zero.1 h1 with h2 | h2
    · exact Or.inl h2
    · exact Or.inr (by linarith)
  · intro h0 k _
    rcases h0 k with h1 | h1 <;> rw [h1] <;> norm_num

lemma relativeFluctuation_sq (v : ι → ℝ) :
    relativeFluctuation v ^ 2 = numberVariance v / meanNumber v ^ 2 := by
  have h : 0 ≤ numberVariance v := variance_nonneg _ _
  unfold relativeFluctuation
  rw [div_pow, Real.sq_sqrt h]

/-- For `v k ^ 2 ≤ 1` and mean electron number `n > 0`, the relative standard deviation is
smaller than `√(2 / n)`, and it vanishes exactly when every `v k ^ 2` is 0 or 1. -/
theorem relativeFluctuation_bound {v : ι → ℝ} (hv : ∀ k, v k ^ 2 ≤ 1)
    (hn : 0 < meanNumber v) :
    relativeFluctuation v < √(2 / meanNumber v) ∧
      (relativeFluctuation v = 0 ↔ ∀ k, v k ^ 2 = 0 ∨ v k ^ 2 = 1) := by
  constructor
  · -- a positive mean number needs an occupied level
    have hS : ∑ k, v k ^ 2 ≠ 0 := by
      intro h0
      rw [meanNumber_eq hv, h0] at hn
      norm_num at hn
    obtain ⟨k, _, hk⟩ := Finset.exists_ne_zero_of_sum_ne_zero hS
    have hQ : 0 < ∑ k, (v k ^ 2) ^ 2 :=
      Finset.sum_pos' (fun j _ => sq_nonneg _) ⟨k, Finset.mem_univ k, pow_pos
        (lt_of_le_of_ne (sq_nonneg _) (Ne.symm hk)) 2⟩
    have hV : numberVariance v < 2 * meanNumber v := by
      rw [numberVariance_eq hv]
      linarith
    apply Real.lt_sqrt_of_sq_lt
    rw [relativeFluctuation_sq, div_lt_div_iff₀ (pow_pos hn 2) hn]
    nlinarith [mul_lt_mul_of_pos_right hV hn]
  · rw [← numberVariance_eq_zero_iff hv, ← sq_eq_zero_iff, relativeFluctuation_sq,
      div_eq_zero_iff]
    exact or_iff_left (pow_pos hn 2).ne'

/-- For `M` levels with `v k ^ 2 ≤ 1` and mean number `n > 0`, the squared relative fluctuation
is `2 / n - 1 / M` less a term from the spread of the occupations about `n / (2 * M)`. -/
theorem relativeFluctuation_sq_eq {v : ι → ℝ} (hv : ∀ k, v k ^ 2 ≤ 1)
    (hn : 0 < meanNumber v) :
    relativeFluctuation v ^ 2 = 2 / meanNumber v - 1 / (Fintype.card ι : ℝ)
      - 4 / meanNumber v ^ 2 *
        ∑ k, (v k ^ 2 - meanNumber v / (2 * (Fintype.card ι : ℝ))) ^ 2 := by
  have hM : (Fintype.card ι : ℝ) ≠ 0 := by
    rcases isEmpty_or_nonempty ι with h | h
    · simp [meanNumber_eq hv] at hn
    · exact Nat.cast_ne_zero.2 Fintype.card_ne_zero
  -- complete the square about an arbitrary reference occupation
  have hc : ∀ c : ℝ, ∑ k, (v k ^ 2 - c) ^ 2 =
      ∑ k, (v k ^ 2) ^ 2 - 2 * c * ∑ k, v k ^ 2 + (Fintype.card ι : ℝ) * c ^ 2 := by
    intro c
    have h1 : ∀ k, (v k ^ 2 - c) ^ 2 = (v k ^ 2) ^ 2 - 2 * c * v k ^ 2 + c ^ 2 :=
      fun k => by ring
    rw [Finset.sum_congr rfl fun k _ => h1 k, Finset.sum_add_distrib,
      Finset.sum_sub_distrib, ← Finset.mul_sum, Finset.sum_const, Finset.card_univ,
      nsmul_eq_mul]
  have hS : ∑ k, v k ^ 2 = meanNumber v / 2 := by
    rw [meanNumber_eq hv]
    ring
  have hn0 := hn.ne'
  rw [relativeFluctuation_sq, numberVariance_eq hv, hc, hS]
  field_simp
  ring

/-- For `M` levels with `v k ^ 2 ≤ 1` and mean number `n > 0`, the squared relative fluctuation
is at most `2 / n - 1 / M`, with equality exactly when all levels have occupation
`n / (2 * M)`. -/
theorem relativeFluctuation_sq_le {v : ι → ℝ} (hv : ∀ k, v k ^ 2 ≤ 1)
    (hn : 0 < meanNumber v) :
    relativeFluctuation v ^ 2 ≤ 2 / meanNumber v - 1 / (Fintype.card ι : ℝ) ∧
      (relativeFluctuation v ^ 2 = 2 / meanNumber v - 1 / (Fintype.card ι : ℝ) ↔
        ∀ k, v k ^ 2 = meanNumber v / (2 * (Fintype.card ι : ℝ))) := by
  have hpos : 0 < 4 / meanNumber v ^ 2 := by positivity
  rw [relativeFluctuation_sq_eq hv hn]
  constructor
  · exact sub_le_self _ (mul_nonneg hpos.le (Finset.sum_nonneg fun k _ => sq_nonneg _))
  · rw [sub_eq_self, mul_eq_zero, or_iff_right hpos.ne',
      Finset.sum_eq_zero_iff_of_nonneg fun k _ => sq_nonneg _]
    exact ⟨fun h k => sub_eq_zero.1 (sq_eq_zero_iff.1 (h k (Finset.mem_univ k))),
      fun h k _ => sq_eq_zero_iff.2 (sub_eq_zero.2 (h k))⟩

end

end BCSRelativeFluctuation
```

```lean
#print axioms BCSRelativeFluctuation.relativeFluctuation_bound
#print axioms BCSRelativeFluctuation.relativeFluctuation_sq_le
```

```
'BCSRelativeFluctuation.relativeFluctuation_bound' depends on axioms: [propext, Classical.choice, Quot.sound]
'BCSRelativeFluctuation.relativeFluctuation_sq_le' depends on axioms: [propext, Classical.choice, Quot.sound]
```

## From one level to the exact formula

**One level.** `levelLaw_prob` checks that the two weights add up to one. `integrable_level` says that every function is integrable against a law supported on two points, and `integral_level` evaluates such an integral as \((1-v^2)f(0)+v^2f(2)\). Every expectation for a single level comes from this formula.

**Mean.** In `meanNumber_eq`, the fact `hmap` states that the marginal of the product law at level \(k\) is the law of that level. The integral of \(\omega_k\) thereby becomes an integral over one level, with value \(2v_k^2\), and linearity adds these up.

**Variance.** In `numberVariance_eq`, Mathlib's `variance_sum_pi` supplies the additivity for independent coordinates, given that each is square integrable. The inner fact `hk` computes the variance of one level from the squared deviation, as in the calculation by hand, and writes it as \(4p_k-4p_k^2\). Summation then gives \(2n-4\sum_k p_k^2\).

**Zero variance.** `numberVariance_eq_zero_iff` first rewrites the variance as \(\sum_k 4p_k(1-p_k)\). A sum of nonnegative terms is zero only if each term is zero, and a vanishing product has a vanishing factor, which leaves \(p_k=0\) or \(p_k=1\).

**Strict bound.** `relativeFluctuation_sq` removes the square root by giving \(r^2=\operatorname{Var}N/n^2\). In `relativeFluctuation_bound`, a positive mean yields a level with nonzero occupation, so \(\sum_k p_k^2>0\) (`hQ`) and \(\operatorname{Var}N<2n\) (`hV`). The comparison with \(\sqrt{2/n}\) is reduced to one between squares, the denominators are cleared, and `nlinarith` finishes with `hV` multiplied by \(n\). The second half passes from \(r=0\) to zero variance, using \(n^2\ne0\).

**Completing the square.** `relativeFluctuation_sq_eq` first derives \(M\ne0\) from \(n>0\), since without levels the mean would be zero. The fact `hc` expands \(\sum_k(p_k-c)^2\) for an arbitrary reference occupation \(c\). Setting \(c=n/(2M)\) and inserting \(\sum_k p_k=n/2\) leaves an algebraic identity, which `field_simp` and `ring` settle.

**Equality case.** In `relativeFluctuation_sq_le`, the subtracted term is a positive factor times a sum of squares. It is therefore nonnegative, which gives the bound, and it vanishes exactly when every occupation equals \(n/(2M)\). With a single level this always holds, so there the sharper bound is an equality.
